# Eliminating the small component by maximisation in a finite Dirac model

## Finite sites and a diagonal potential

The potential is taken to be diagonal in a finite orthonormal basis. It is then a list of real numbers \(V_i\), one per site \(i\), and the inverse of \(2c^2+E-V\) is division site by site. The coupling between the two components is a Hermitian matrix \(K\), which stands for \(\boldsymbol\sigma\cdot\mathbf p\) in that basis. In atomic units, with \(c\) the speed of light and energies measured from the rest energy of the electron, the Hamiltonian is

\[
H=\begin{pmatrix} V & cK\\ cK & V-2c^2\end{pmatrix}.
\]

It acts on pairs \((a,b)\) of a large component \(a\) and a small component \(b\). Eliminating \(b\) at a given energy \(E\) is the starting point of many two-component and scalar-relativistic approximations. Here the elimination is exact, for one particle in a finite basis, and it still depends on \(E\).

## The energy window and the eliminated functional

Write \(D_i(E)=2c^2+E-V_i\). The window is the set of energies with \(D_i(E)>0\) at every site, that is, \(E>\max V-2c^2\). For such \(E\) define

\[
F_a(E)=\sum_i (V_i-E)|a_i|^2+c^2\sum_i\frac{|(Ka)_i|^2}{D_i(E)} .
\]

Suppose that \(\max V-\min V<2c^2\) and \(a\neq0\). Then:

- for every \(E\) in the window, \(F_a(E)\) is the maximum over \(b\) of \(\langle(a,b),(H-E)(a,b)\rangle\);
- \(F_a\) is strictly decreasing on the window;
- \(F_a\) has exactly one root there.

The first condition says that the potential varies by less than \(2c^2\), the gap between the electronic and positronic continua of a free particle. It places \(\min V\) inside the window, and only the existence of the root needs it.

## Completing the square in the small component

Since \(K\) is Hermitian, \(\langle a,Kb\rangle\) and \(\langle b,Ka\rangle\) are complex conjugates, so the two coupling terms add up to twice a real part:

\[
\langle(a,b),(H-E)(a,b)\rangle=\sum_i (V_i-E)|a_i|^2+2c\,\mathrm{Re}\langle b,Ka\rangle-\sum_i D_i|b_i|^2 .
\]

At each site, with \(k=Ka\),

\[
2c\,\mathrm{Re}(\bar b_i k_i)-D_i|b_i|^2=\frac{c^2|k_i|^2}{D_i}-D_i\left|b_i-\frac{c\,k_i}{D_i}\right|^2 .
\]

Summing over the sites gives

\[
\langle(a,b),(H-E)(a,b)\rangle=F_a(E)-\sum_i D_i\left|b_i-\frac{c\,(Ka)_i}{D_i}\right|^2 .
\]

The subtracted sum is nonnegative in the window and vanishes at \(b_i=c(Ka)_i/D_i\). The maximum is therefore \(F_a(E)\), and it is attained.

## One root for each large component

Let \(E<E'\) be in the window. The first sum in \(F_a\) falls by \((E'-E)\|a\|^2>0\). The second does not rise, because each positive denominator grows. Hence \(F_a(E')<F_a(E)\).

At \(E=\min V\) both sums are nonnegative, so \(F_a(\min V)\ge0\). Put \(t=F_a(\min V)/\|a\|^2\). Raising the energy by \(t\) lowers the first sum by \(t\|a\|^2\) and does not raise the second, so

\[
F_a(\min V+t)\le F_a(\min V)-t\|a\|^2=0 .
\]

\(F_a\) is continuous between these energies, so it has a root, and strict monotonicity makes the root unique.

At the root \(E\), the form of \(H-E\) is at most zero for every \(b\), and zero for the maximising one. Dividing by \(\|a\|^2+\|b\|^2\) shows that \(E\) is the maximum over \(b\) of the Rayleigh quotient of \(H\) at fixed \(a\). This root depends on the trial \(a\) and need not be an eigenvalue.

In the other direction, let \(H(a,b)=E(a,b)\) with \(E\) in the window. The lower row reads \(D_ib_i=c(Ka)_i\), so \(b\) is the maximising small component. The form of \(H-E\) vanishes on an eigenvector, and the completed square then gives \(F_a(E)=0\).

## The statement in Lean

The index type `n` labels the sites; for \(\boldsymbol\sigma\cdot\mathbf p\) in three dimensions this label includes the spin. `Sum.elim a b` is the pair \((a,b)\) as one vector on `n ⊕ n`. The matrix \(H\) is `dirac V K c`, and \(F_a(E)\) is `elimForm V K c E a`, where `Complex.normSq` is the squared modulus. `energyForm` takes the real part of \(\langle(a,b),(H-E)(a,b)\rangle\), because a maximum needs real values; for Hermitian \(K\) this form is real anyway.

In `elimination_main`, the hypothesis `hV` bounds all differences \(V_i-V_j\) by \(2c^2\). `IsGreatest (Set.range …)` says that the value is attained by some \(b\) and exceeded by none, `StrictAntiOn` is strict decrease on the window, and `∃!` is the unique root.

The model leaves out the continuum operator, unbounded potentials such as that of a point nucleus, bases in which \(V\) is not diagonal, and electron interaction. It also does not construct an energy-independent decoupling.

```lean
import Mathlib

open Matrix

namespace DiracElimination

noncomputable section

variable {n : Type*} [Fintype n] [DecidableEq n]

/-- The two-component block Hamiltonian `[[V, cK], [cK, V - 2c²]]`, with a diagonal potential `V`. -/
def dirac (V : n → ℝ) (K : Matrix n n ℂ) (c : ℝ) : Matrix (n ⊕ n) (n ⊕ n) ℂ :=
  fromBlocks (diagonal fun i => (V i : ℂ)) ((c : ℂ) • K) ((c : ℂ) • K)
    (diagonal fun i => ((V i - 2 * c ^ 2 : ℝ) : ℂ))

/-- The energies above `max V - 2c²`. -/
def window (V : n → ℝ) (c : ℝ) : Set ℝ := {E | ∀ i, V i - 2 * c ^ 2 < E}

/-- The quadratic form `⟨(a,b), (H - E)(a,b)⟩` (its real part). -/
def energyForm (V : n → ℝ) (K : Matrix n n ℂ) (c E : ℝ) (a b : n → ℂ) : ℝ :=
  (star (Sum.elim a b) ⬝ᵥ ((dirac V K c - (E : ℂ) • 1) *ᵥ Sum.elim a b)).re

/-- The functional `⟨a, (V - E)a⟩ + c²⟨Ka, (2c² + E - V)⁻¹Ka⟩` of the large component,
for `E` in the window. -/
def elimForm (V : n → ℝ) (K : Matrix n n ℂ) (c E : ℝ) (a : n → ℂ) : ℝ :=
  ∑ i, (V i - E) * Complex.normSq (a i) +
    c ^ 2 * ∑ i, Complex.normSq ((K *ᵥ a) i) / (2 * c ^ 2 + E - V i)

/-- The small component `c(2c² + E - V)⁻¹Ka`, for `E` in the window. -/
def smallComponent (V : n → ℝ) (K : Matrix n n ℂ) (c E : ℝ) (a : n → ℂ) : n → ℂ :=
  fun i => ((c / (2 * c ^ 2 + E - V i) : ℝ) : ℂ) * (K *ᵥ a) i

/-- The Rayleigh quotient of `H` at `(a,b)`, for `(a,b) ≠ 0`. -/
def rayleigh (V : n → ℝ) (K : Matrix n n ℂ) (c : ℝ) (a b : n → ℂ) : ℝ :=
  (star (Sum.elim a b) ⬝ᵥ (dirac V K c *ᵥ Sum.elim a b)).re /
    (∑ i, Complex.normSq (a i) + ∑ i, Complex.normSq (b i))

/-- The action of `H` on the large and small components. -/
theorem dirac_mulVec (V : n → ℝ) (K : Matrix n n ℂ) (c : ℝ) (a b : n → ℂ) :
    dirac V K c *ᵥ Sum.elim a b =
      Sum.elim (fun i => (V i : ℂ) * a i + (c : ℂ) * (K *ᵥ b) i)
        (fun i => ((V i - 2 * c ^ 2 : ℝ) : ℂ) * b i + (c : ℂ) * (K *ᵥ a) i) := by
  ext (i | i) <;>
    simp [dirac, Matrix.mulVec, dotProduct, Fintype.sum_sum_type, Matrix.diagonal_apply,
      Finset.mul_sum, mul_assoc, add_comm]

/-- For Hermitian `K`, the real part of `⟨(a,b), H(a,b)⟩`, with `(a,b)` not necessarily normalised,
is the sum of the potential energy of both components, the rest-energy shift of the small one, and
twice the real part of the kinetic coupling. -/
theorem expectation_dirac (V : n → ℝ) {K : Matrix n n ℂ} (hK : K.IsHermitian) (c : ℝ)
    (a b : n → ℂ) :
    (star (Sum.elim a b) ⬝ᵥ (dirac V K c *ᵥ Sum.elim a b)).re =
      ∑ i, V i * Complex.normSq (a i) + 2 * c * (star b ⬝ᵥ (K *ᵥ a)).re +
        ∑ i, (V i - 2 * c ^ 2) * Complex.normSq (b i) := by
  -- Hermiticity makes the two coupling terms equal in real part
  have cross : (star a ⬝ᵥ (K *ᵥ b)).re = (star b ⬝ᵥ (K *ᵥ a)).re := by
    simp only [dotProduct, Matrix.mulVec, Finset.mul_sum, Complex.re_sum, Pi.star_apply]
    rw [Finset.sum_comm]
    refine Finset.sum_congr rfl fun x _ => Finset.sum_congr rfl fun y _ => ?_
    rw [← hK.apply y x]
    simp only [Complex.star_def, Complex.mul_re, Complex.mul_im, Complex.conj_re,
      Complex.conj_im]
    ring
  have key : ∀ (v d : ℝ) (z w : ℂ), (star z * ((v : ℂ) * z + (d : ℂ) * w)).re =
      v * Complex.normSq z + d * (star z * w).re := by
    intro v d z w
    simp only [Complex.star_def, Complex.mul_re, Complex.mul_im, Complex.conj_re,
      Complex.conj_im, Complex.add_re, Complex.add_im, Complex.ofReal_re, Complex.ofReal_im,
      Complex.normSq_apply]
    ring
  rw [dirac_mulVec]
  simp only [dotProduct, Complex.re_sum, Pi.star_apply] at cross
  simp only [dotProduct, Fintype.sum_sum_type, Pi.star_apply, Sum.elim_inl, Sum.elim_inr,
    Complex.add_re, Complex.re_sum, key, Finset.sum_add_distrib, ← Finset.mul_sum]
  linear_combination c * cross

/-- The form of `H - E` is the real part of `⟨(a,b), H(a,b)⟩` minus `E` times the squared norm. -/
theorem energyForm_eq (V : n → ℝ) (K : Matrix n n ℂ) (c E : ℝ) (a b : n → ℂ) :
    energyForm V K c E a b = (star (Sum.elim a b) ⬝ᵥ (dirac V K c *ᵥ Sum.elim a b)).re -
      E * (∑ i, Complex.normSq (a i) + ∑ i, Complex.normSq (b i)) := by
  have hz : ∀ z : ℂ, (star z * z).re = Complex.normSq z := by
    intro z
    simp only [Complex.star_def, Complex.mul_re, Complex.conj_re, Complex.conj_im,
      Complex.normSq_apply]
    ring
  have hN : (star (Sum.elim a b) ⬝ᵥ Sum.elim a b).re =
      ∑ i, Complex.normSq (a i) + ∑ i, Complex.normSq (b i) := by
    simp only [dotProduct, Fintype.sum_sum_type, Pi.star_apply, Sum.elim_inl, Sum.elim_inr,
      Complex.add_re, Complex.re_sum, hz]
  rw [energyForm, Matrix.sub_mulVec, Matrix.smul_mulVec, Matrix.one_mulVec, dotProduct_sub,
    dotProduct_smul, smul_eq_mul, Complex.sub_re, Complex.re_ofReal_mul, hN]

/-- Completing the square, in the window: the form falls short of the eliminated functional by a
weighted squared distance of `b` from the small component `c(2c² + E - V)⁻¹Ka`. -/
theorem energyForm_eq_sub_sq (V : n → ℝ) {K : Matrix n n ℂ} (hK : K.IsHermitian) {c E : ℝ}
    (hE : E ∈ window V c) (a b : n → ℂ) :
    energyForm V K c E a b = elimForm V K c E a -
      ∑ i, (2 * c ^ 2 + E - V i) * Complex.normSq (b i - smallComponent V K c E a i) := by
  have hE' : ∀ i, V i - 2 * c ^ 2 < E := hE
  have square : ∀ (D : ℝ) (_ : D ≠ 0) (z k : ℂ),
      2 * c * (star z * k).re - D * Complex.normSq z =
        c ^ 2 * (Complex.normSq k / D) -
          D * Complex.normSq (z - ((c / D : ℝ) : ℂ) * k) := by
    intro D hD z k
    simp only [Complex.star_def, Complex.normSq_apply, Complex.mul_re, Complex.mul_im,
      Complex.sub_re, Complex.sub_im, Complex.conj_re, Complex.conj_im, Complex.ofReal_re,
      Complex.ofReal_im]
    field_simp
    ring
  rw [energyForm_eq, expectation_dirac V hK]
  simp only [elimForm, smallComponent, dotProduct, Complex.re_sum, Pi.star_apply,
    Finset.mul_sum, ← Finset.sum_add_distrib, ← Finset.sum_sub_distrib]
  refine Finset.sum_congr rfl fun i _ => ?_
  have hD : 2 * c ^ 2 + E - V i ≠ 0 := ne_of_gt (by linarith [hE' i])
  linear_combination square _ hD (b i) ((K *ᵥ a) i)

/-- In the window, the eliminated functional is the attained maximum of the form over all small
components `b`. -/
theorem isGreatest_elimForm (V : n → ℝ) {K : Matrix n n ℂ} (hK : K.IsHermitian) {c E : ℝ}
    (hE : E ∈ window V c) (a : n → ℂ) :
    IsGreatest (Set.range (energyForm V K c E a)) (elimForm V K c E a) := by
  have hE' : ∀ i, V i - 2 * c ^ 2 < E := hE
  refine ⟨⟨smallComponent V K c E a, ?_⟩, ?_⟩
  · rw [energyForm_eq_sub_sq V hK hE]
    simp
  · rintro _ ⟨b, rfl⟩
    rw [energyForm_eq_sub_sq V hK hE]
    exact sub_le_self _ (Finset.sum_nonneg fun i _ =>
      mul_nonneg (by linarith [hE' i]) (Complex.normSq_nonneg _))

omit [DecidableEq n] in
/-- For `a ≠ 0` the eliminated functional is strictly decreasing in the energy on the window. -/
theorem elimForm_strictAntiOn (V : n → ℝ) (K : Matrix n n ℂ) (c : ℝ) {a : n → ℂ} (ha : a ≠ 0) :
    StrictAntiOn (fun E => elimForm V K c E a) (window V c) := by
  intro E hE E' _ hlt
  have hE' : ∀ i, V i - 2 * c ^ 2 < E := hE
  obtain ⟨j, hj⟩ := Function.ne_iff.1 ha
  have h1 : ∑ i, (V i - E') * Complex.normSq (a i) < ∑ i, (V i - E) * Complex.normSq (a i) :=
    Finset.sum_lt_sum
      (fun i _ => mul_le_mul_of_nonneg_right (by linarith) (Complex.normSq_nonneg _))
      ⟨j, Finset.mem_univ j, mul_lt_mul_of_pos_right (by linarith) (Complex.normSq_pos.2 hj)⟩
  have h2 : ∑ i, Complex.normSq ((K *ᵥ a) i) / (2 * c ^ 2 + E' - V i) ≤
      ∑ i, Complex.normSq ((K *ᵥ a) i) / (2 * c ^ 2 + E - V i) :=
    Finset.sum_le_sum fun i _ => div_le_div_of_nonneg_left (Complex.normSq_nonneg _)
      (by linarith [hE' i]) (by linarith)
  have h3 := mul_le_mul_of_nonneg_left h2 (sq_nonneg c)
  change elimForm V K c E' a < elimForm V K c E a
  unfold elimForm
  linarith

/-- If `max V - min V < 2c²` and `a ≠ 0`, then for `E` in the window the maximum over `b` of the
form of `H - E` is the eliminated functional, which is strictly decreasing on the window and has
exactly one root there. -/
theorem elimination_main (V : n → ℝ) {K : Matrix n n ℂ} (hK : K.IsHermitian) {c : ℝ}
    (hV : ∀ i j, V i - V j < 2 * c ^ 2) {a : n → ℂ} (ha : a ≠ 0) :
    (∀ E ∈ window V c, IsGreatest (Set.range (energyForm V K c E a)) (elimForm V K c E a)) ∧
      StrictAntiOn (fun E => elimForm V K c E a) (window V c) ∧
      ∃! E, E ∈ window V c ∧ elimForm V K c E a = 0 := by
  have anti := elimForm_strictAntiOn V K c ha
  refine ⟨fun E hE => isGreatest_elimForm V hK hE a, anti, ?_⟩
  obtain ⟨j, hj⟩ := Function.ne_iff.1 ha
  have : Nonempty n := ⟨j⟩
  obtain ⟨m, hm⟩ := Finite.exists_min V
  have hN : 0 < ∑ i, Complex.normSq (a i) :=
    Finset.sum_pos' (fun i _ => Complex.normSq_nonneg _)
      ⟨j, Finset.mem_univ j, Complex.normSq_pos.2 hj⟩
  have hpos : ∀ E, V m ≤ E → ∀ i, 0 < 2 * c ^ 2 + E - V i :=
    fun E h i => by linarith [hV i m]
  -- at the bottom of the potential the functional is nonnegative
  have low : 0 ≤ elimForm V K c (V m) a := by
    refine add_nonneg (Finset.sum_nonneg fun i _ => ?_)
      (mul_nonneg (sq_nonneg c) (Finset.sum_nonneg fun i _ => ?_))
    · exact mul_nonneg (by linarith [hm i]) (Complex.normSq_nonneg _)
    · exact div_nonneg (Complex.normSq_nonneg _) (hpos _ le_rfl i).le
  -- raising the energy by `t` lowers the functional by at least `t` times the squared norm
  obtain ⟨t, ht⟩ : ∃ t, t = elimForm V K c (V m) a / ∑ i, Complex.normSq (a i) := ⟨_, rfl⟩
  have ht0 : 0 ≤ t := by rw [ht]; exact div_nonneg low hN.le
  have htN : t * ∑ i, Complex.normSq (a i) = elimForm V K c (V m) a := by
    rw [ht]; exact div_mul_cancel₀ _ hN.ne'
  have high : elimForm V K c (V m + t) a ≤ 0 := by
    have h1 : ∑ i, (V i - (V m + t)) * Complex.normSq (a i) =
        ∑ i, (V i - V m) * Complex.normSq (a i) - t * ∑ i, Complex.normSq (a i) := by
      rw [Finset.mul_sum, ← Finset.sum_sub_distrib]
      exact Finset.sum_congr rfl fun i _ => by ring
    have h2 : ∑ i, Complex.normSq ((K *ᵥ a) i) / (2 * c ^ 2 + (V m + t) - V i) ≤
        ∑ i, Complex.normSq ((K *ᵥ a) i) / (2 * c ^ 2 + V m - V i) :=
      Finset.sum_le_sum fun i _ => div_le_div_of_nonneg_left (Complex.normSq_nonneg _)
        (hpos _ le_rfl i) (by linarith)
    have h3 := mul_le_mul_of_nonneg_left h2 (sq_nonneg c)
    unfold elimForm at htN ⊢
    linarith
  have cont : ContinuousOn (fun E => elimForm V K c E a) (Set.Icc (V m) (V m + t)) := by
    unfold elimForm
    refine ContinuousOn.add (Continuous.continuousOn (by fun_prop))
      (continuousOn_const.mul (continuousOn_finsetSum _ fun i _ => ?_))
    exact ContinuousOn.div continuousOn_const (Continuous.continuousOn (by fun_prop))
      fun E hE => (hpos E hE.1 i).ne'
  obtain ⟨E, hE, hroot⟩ := intermediate_value_Icc' (by linarith) cont ⟨high, low⟩
  have hEw : E ∈ window V c := fun i => by linarith [hpos E hE.1 i]
  exact ⟨E, ⟨hEw, hroot⟩, fun E' h => anti.injOn h.1 hEw (h.2.trans hroot.symm)⟩

/-- A root of the eliminated functional in the window is the maximum over `b` of the Rayleigh
quotient of `H` at fixed `a ≠ 0`. -/
theorem root_isGreatest_rayleigh (V : n → ℝ) {K : Matrix n n ℂ} (hK : K.IsHermitian) {c E : ℝ}
    (hE : E ∈ window V c) {a : n → ℂ} (ha : a ≠ 0) (hroot : elimForm V K c E a = 0) :
    IsGreatest (Set.range (rayleigh V K c a)) E := by
  obtain ⟨j, hj⟩ := Function.ne_iff.1 ha
  have hN : ∀ b : n → ℂ, 0 < ∑ i, Complex.normSq (a i) + ∑ i, Complex.normSq (b i) :=
    fun b => add_pos_of_pos_of_nonneg
      (Finset.sum_pos' (fun i _ => Complex.normSq_nonneg _)
        ⟨j, Finset.mem_univ j, Complex.normSq_pos.2 hj⟩)
      (Finset.sum_nonneg fun i _ => Complex.normSq_nonneg _)
  obtain ⟨⟨b, hb⟩, hmax⟩ := isGreatest_elimForm V hK hE a
  refine ⟨⟨b, ?_⟩, ?_⟩
  · rw [energyForm_eq, hroot] at hb
    rw [rayleigh, div_eq_iff (hN b).ne']
    linarith
  · rintro _ ⟨b', rfl⟩
    have h := hmax ⟨b', rfl⟩
    rw [energyForm_eq, hroot] at h
    rw [rayleigh, div_le_iff₀ (hN b')]
    linarith

/-- If `H(a,b) = E(a,b)` with `E` in the window, then `b = c(2c² + E - V)⁻¹Ka` and `E` is a root
of the eliminated functional of `a`. -/
theorem eigenpair_eliminated (V : n → ℝ) {K : Matrix n n ℂ} (hK : K.IsHermitian) {c E : ℝ}
    (hE : E ∈ window V c) {a b : n → ℂ}
    (h : dirac V K c *ᵥ Sum.elim a b = (E : ℂ) • Sum.elim a b) :
    b = smallComponent V K c E a ∧ elimForm V K c E a = 0 := by
  have hE' : ∀ i, V i - 2 * c ^ 2 < E := hE
  -- the lower block row determines the small component
  have hb : b = smallComponent V K c E a := by
    ext i
    have hi := congrFun h (Sum.inr i)
    rw [dirac_mulVec] at hi
    simp only [Sum.elim_inr, Pi.smul_apply, smul_eq_mul] at hi
    push_cast at hi
    have hD : 2 * (c : ℂ) ^ 2 + (E : ℂ) - (V i : ℂ) ≠ 0 := by
      have hr : 2 * c ^ 2 + E - V i ≠ 0 := ne_of_gt (by linarith [hE' i])
      exact_mod_cast hr
    simp only [smallComponent]
    push_cast
    rw [div_mul_eq_mul_div, eq_div_iff hD]
    linear_combination -hi
  refine ⟨hb, ?_⟩
  have h0 : energyForm V K c E a b = 0 := by
    rw [energyForm, Matrix.sub_mulVec, Matrix.smul_mulVec, Matrix.one_mulVec, h, sub_self,
      dotProduct_zero, Complex.zero_re]
  rw [energyForm_eq_sub_sq V hK hE, ← hb] at h0
  simpa using h0

end

end DiracElimination
```

```lean
#print axioms DiracElimination.elimination_main
-- 'DiracElimination.elimination_main' depends on axioms: [propext, Classical.choice, Quot.sound]
#print axioms DiracElimination.root_isGreatest_rayleigh
-- 'DiracElimination.root_isGreatest_rayleigh' depends on axioms: [propext, Classical.choice, Quot.sound]
#print axioms DiracElimination.eigenpair_eliminated
-- 'DiracElimination.eigenpair_eliminated' depends on axioms: [propext, Classical.choice, Quot.sound]
```

## How the proof follows the algebra

`dirac_mulVec` computes the two block rows. In `expectation_dirac`, the step `cross` exchanges the two summations and uses `hK.apply` to equate the real parts of the coupling terms. `energyForm_eq` then subtracts \(E\) times the squared norm.

The one-site identity is `square` inside `energyForm_eq_sub_sq`; `field_simp` clears the denominator \(D_i\) and `ring` finishes. `isGreatest_elimForm` inserts `smallComponent` to attain the value, and uses the sign of the subtracted sum for the upper bound.

`elimForm_strictAntiOn` compares the two sums separately: `h1` is strict because some \(a_j\neq0\), and `h2` is the weak inequality for the denominators. In `elimination_main`, `low` and `high` are the signs at \(\min V\) and \(\min V+t\). `intermediate_value_Icc'` supplies the root, and `anti.injOn` its uniqueness.

`root_isGreatest_rayleigh` divides the maximum property by the positive squared norm. `eigenpair_eliminated` reads \(b\) off the lower row and puts it into the completed square. Both assume that \(E\) is in the window, and neither needs the bound on the variation of \(V\).
